# Independent jumps with cubic symmetry have an isotropic second-moment tensor

## Does cubic symmetry of the jumps fix the whole tensor?

The mean square displacement is only a trace, so without a result that fixes the full tensor, a walker that moves mainly along one axis can pass for an isotropic one. I have an atom in a crystal that makes $n$ independent jumps. A jump of type $a$ has vector $s_a\in\mathbb R^3$ and probability $p_a$, there are finitely many types, and the mean jump is zero. With $R$ the total displacement and $\langle\cdot\rangle$ the average over all paths, I expect

$$\langle RR^T\rangle = n\sum_a p_a\,s_as_a^T .$$

If the weighted jump set is also invariant under coordinate permutations and sign flips, this should reduce to $\frac n3\sum_a p_a|s_a|^2$ times the identity. Can this be derived rigorously, with a proof that a machine has checked?

## Splitting off the first jump, then using the symmetry

Yes, and the argument works in any dimension $d$. Write

$$m=\sum_a p_a s_a,\qquad T=\sum_a p_a\,s_as_a^T,\qquad \sum_a p_a=1,$$

and let $R_n$ be the displacement after $n$ jumps, with $R_0=0$. If the first of $n+1$ jumps has type $a$, then $R_{n+1}=s_a+R_n'$, where $R_n'$ is the sum of the other $n$ jumps. It is independent of $a$ and distributed like $R_n$. Averaging gives $\langle R_{n+1}\rangle=m+\langle R_n\rangle$, hence $\langle R_n\rangle=nm$. For the second moment,

$$\begin{aligned}
\langle R_{n+1}R_{n+1}^T\rangle
&=\sum_a p_a\left(s_as_a^T+s_a\langle R_n\rangle^T+\langle R_n\rangle s_a^T+\langle R_nR_n^T\rangle\right)\\
&=T+2n\,mm^T+\langle R_nR_n^T\rangle .
\end{aligned}$$

Starting from zero at $n=0$, the solution is

$$\langle R_nR_n^T\rangle=nT+n(n-1)\,mm^T,$$

because $n(n-1)+2n=(n+1)n$. For $m=0$ only $nT$ remains.

Now let the weighted jump set be invariant under coordinate permutations and sign flips. A symmetry only reorders the terms of a single-jump average, so the average keeps its value.

- Flipping coordinate $i$ gives $m_i=-m_i$, so $m=0$. The zero mean follows from the symmetry.
- The same flip gives $T_{ij}=-T_{ij}$ for $j\neq i$, so the off-diagonal elements vanish.
- Exchanging axes $i$ and $j$ gives $T_{jj}=T_{ii}$. The trace is $\sum_jT_{jj}=\sum_ap_a|s_a|^2$, so each diagonal element is $\frac1d\sum_ap_a|s_a|^2$.

Therefore

$$\langle R_nR_n^T\rangle=\frac nd\sum_a p_a|s_a|^2\;\mathbb 1 ,$$

which is your formula when $d=3$. For the six equally likely nearest-neighbour jumps of length $\ell$ on the simple cubic lattice, it gives $\frac{n\ell^2}{3}\mathbb 1$.

Here is the complete Lean file.

```lean
import Mathlib

open Matrix

namespace RandomWalkDiffusion

noncomputable section

variable {ι : Type*} [Fintype ι] {d : ℕ}

/-- Average of `f` over all paths of `n` independent jumps, each jump of type `a`
having weight `p a`. -/
def pathAvg (p : ι → ℝ) {n : ℕ} (f : (Fin n → ι) → ℝ) : ℝ :=
  ∑ w, (∏ k, p (w k)) * f w

/-- Total displacement `R` along the path `w`: the sum of its jump vectors. -/
def displacement (s : ι → Fin d → ℝ) {n : ℕ} (w : Fin n → ι) : Fin d → ℝ :=
  fun i => ∑ k, s (w k) i

/-- Mean vector of a single jump. -/
def meanJump (p : ι → ℝ) (s : ι → Fin d → ℝ) : Fin d → ℝ :=
  fun i => ∑ a, p a * s a i

/-- Second-moment tensor `∑ p s sᵀ` of a single jump. -/
def jumpTensor (p : ι → ℝ) (s : ι → Fin d → ℝ) : Matrix (Fin d) (Fin d) ℝ :=
  Matrix.of fun i j => ∑ a, p a * (s a i * s a j)

/-- Path average of `R Rᵀ` after `n` jumps. -/
def displacementTensor (p : ι → ℝ) (s : ι → Fin d → ℝ) (n : ℕ) :
    Matrix (Fin d) (Fin d) ℝ :=
  Matrix.of fun i j =>
    pathAvg p (fun w : Fin n → ι => displacement s w i * displacement s w j)

/-- The map `g` of vectors is a symmetry of the weighted jump set: it permutes the jumps
and preserves their weights. -/
def IsJumpSymmetry (p : ι → ℝ) (s : ι → Fin d → ℝ)
    (g : (Fin d → ℝ) → (Fin d → ℝ)) : Prop :=
  ∃ e : Equiv.Perm ι, ∀ a, s (e a) = g (s a) ∧ p (e a) = p a

/-- The weighted jump set is invariant under all coordinate permutations and under the
sign flip of each coordinate. -/
def IsCubic (p : ι → ℝ) (s : ι → Fin d → ℝ) : Prop :=
  (∀ σ : Equiv.Perm (Fin d), IsJumpSymmetry p s (fun v => v ∘ σ)) ∧
  (∀ k : Fin d, IsJumpSymmetry p s (fun v => Function.update v k (-v k)))

/-- A path average over `n + 1` jumps is an average over the first jump and over the
remaining `n` jumps. -/
theorem pathAvg_succ (p : ι → ℝ) {n : ℕ} (f : (Fin (n + 1) → ι) → ℝ) :
    pathAvg p f = ∑ a, p a * pathAvg p (fun w : Fin n → ι => f (Fin.cons a w)) := by
  unfold pathAvg
  rw [← (Fin.consEquiv (fun _ : Fin (n + 1) => ι)).sum_comp, Fintype.sum_prod_type]
  refine Finset.sum_congr rfl fun a _ => ?_
  rw [Finset.mul_sum]
  refine Finset.sum_congr rfl fun w _ => ?_
  simp [Fin.consEquiv, Fin.prod_univ_succ, mul_assoc]

/-- The path weights sum to one if the jump weights do. -/
theorem pathAvg_one (p : ι → ℝ) (hp : ∑ a, p a = 1) (n : ℕ) :
    pathAvg p (fun _ : Fin n → ι => 1) = 1 := by
  induction n with
  | zero => simp [pathAvg]
  | succ n ih =>
    rw [pathAvg_succ]
    simp only [ih, mul_one]
    exact hp

/-- The mean displacement after `n` jumps is `n` times the mean jump. -/
theorem mean_displacement (p : ι → ℝ) (s : ι → Fin d → ℝ) (hp : ∑ a, p a = 1)
    (n : ℕ) (i : Fin d) :
    pathAvg p (fun w : Fin n → ι => displacement s w i) = n * meanJump p s i := by
  induction n with
  | zero => simp [pathAvg, displacement]
  | succ n ih =>
    have key : ∀ a, pathAvg p (fun w : Fin n → ι =>
        displacement s (Fin.cons a w : Fin (n + 1) → ι) i)
        = s a i + n * meanJump p s i := by
      intro a
      rw [← ih, ← mul_one (s a i), ← pathAvg_one p hp n]
      simp only [pathAvg, Finset.mul_sum, ← Finset.sum_add_distrib]
      refine Finset.sum_congr rfl fun w _ => ?_
      simp only [displacement, Fin.sum_univ_succ, Fin.cons_zero, Fin.cons_succ]
      ring
    rw [pathAvg_succ]
    simp only [key, mul_add, Finset.sum_add_distrib, ← Finset.sum_mul, hp]
    push_cast
    simp only [meanJump]
    ring

/-- For any mean jump `m`, the path average of `R Rᵀ` is
`n ∑ p s sᵀ + n (n - 1) m mᵀ`. -/
theorem displacementTensor_with_drift (p : ι → ℝ) (s : ι → Fin d → ℝ)
    (hp : ∑ a, p a = 1) (n : ℕ) (i j : Fin d) :
    displacementTensor p s n i j = n * jumpTensor p s i j
      + n * ((n : ℝ) - 1) * (meanJump p s i * meanJump p s j) := by
  induction n with
  | zero => simp [displacementTensor, pathAvg, displacement]
  | succ n ih =>
    -- expand the product after splitting off the first jump
    have key : ∀ a, pathAvg p (fun w : Fin n → ι =>
        displacement s (Fin.cons a w : Fin (n + 1) → ι) i
          * displacement s (Fin.cons a w : Fin (n + 1) → ι) j)
        = s a i * s a j * pathAvg p (fun _ : Fin n → ι => 1)
          + s a i * pathAvg p (fun w : Fin n → ι => displacement s w j)
          + s a j * pathAvg p (fun w : Fin n → ι => displacement s w i)
          + displacementTensor p s n i j := by
      intro a
      simp only [displacementTensor, Matrix.of_apply, pathAvg, Finset.mul_sum,
        ← Finset.sum_add_distrib]
      refine Finset.sum_congr rfl fun w _ => ?_
      have h : ∀ l, displacement s (Fin.cons a w : Fin (n + 1) → ι) l
          = s a l + displacement s w l := by
        intro l
        simp only [displacement, Fin.sum_univ_succ, Fin.cons_zero, Fin.cons_succ]
      rw [h i, h j]
      ring
    -- average over the first jump
    have avg : ∀ x y z : ℝ, ∑ a, p a * (s a i * s a j * 1 + s a i * x + s a j * y + z)
        = jumpTensor p s i j + meanJump p s i * x + meanJump p s j * y
          + (∑ a, p a) * z := by
      intro x y z
      simp only [jumpTensor, Matrix.of_apply, meanJump, Finset.sum_mul,
        ← Finset.sum_add_distrib]
      refine Finset.sum_congr rfl fun a _ => ?_
      ring
    have start : displacementTensor p s (n + 1) i j = pathAvg p
        (fun w : Fin (n + 1) → ι => displacement s w i * displacement s w j) := rfl
    rw [start, pathAvg_succ]
    simp only [key, pathAvg_one p hp, mean_displacement p s hp]
    rw [avg, hp, ih]
    push_cast
    ring

/-- For jumps of zero mean, the path average of `R Rᵀ` is `n` times `∑ p s sᵀ`. -/
theorem displacementTensor_eq (p : ι → ℝ) (s : ι → Fin d → ℝ)
    (hp : ∑ a, p a = 1) (hm : meanJump p s = 0) (n : ℕ) :
    displacementTensor p s n = (n : ℝ) • jumpTensor p s := by
  ext i j
  rw [displacementTensor_with_drift p s hp]
  simp [hm]

/-- For jumps of zero mean, the mean square displacement is `n` times the mean square
jump length. -/
theorem mean_square_displacement (p : ι → ℝ) (s : ι → Fin d → ℝ)
    (hp : ∑ a, p a = 1) (hm : meanJump p s = 0) (n : ℕ) :
    pathAvg p (fun w : Fin n → ι => displacement s w ⬝ᵥ displacement s w)
      = n * ∑ a, p a * (s a ⬝ᵥ s a) := by
  have h := congrArg Matrix.trace (displacementTensor_eq p s hp hm n)
  simp only [Matrix.trace, Matrix.diag_apply, Matrix.smul_apply, smul_eq_mul,
    displacementTensor, jumpTensor, Matrix.of_apply, pathAvg, ← Finset.mul_sum] at h
  rw [Finset.sum_comm, Finset.sum_comm (s := Finset.univ (α := Fin d))] at h
  simpa only [pathAvg, dotProduct, Finset.mul_sum] using h

/-- A symmetry of the weighted jump set leaves every single-jump average unchanged. -/
theorem jump_average_invariant {p : ι → ℝ} {s : ι → Fin d → ℝ}
    {g : (Fin d → ℝ) → (Fin d → ℝ)} (hg : IsJumpSymmetry p s g)
    (f : (Fin d → ℝ) → ℝ) : ∑ a, p a * f (g (s a)) = ∑ a, p a * f (s a) := by
  obtain ⟨e, he⟩ := hg
  rw [← Equiv.sum_comp e (fun a => p a * f (s a))]
  refine Finset.sum_congr rfl fun a _ => ?_
  rw [(he a).1, (he a).2]

/-- For a jump set invariant under coordinate permutations and sign flips, the path average
of `R Rᵀ` is `(n / d) ∑ p |s|²` times the identity. -/
theorem displacementTensor_cubic (p : ι → ℝ) (s : ι → Fin d → ℝ)
    (hp : ∑ a, p a = 1) (hc : IsCubic p s) (n : ℕ) :
    displacementTensor p s n
      = ((n : ℝ) / d * ∑ a, p a * (s a ⬝ᵥ s a)) • (1 : Matrix (Fin d) (Fin d) ℝ) := by
  -- sign flips remove the mean jump
  have hm : meanJump p s = 0 := by
    funext i
    have h := jump_average_invariant (hc.2 i) (fun v => v i)
    simp only [Function.update_self, mul_neg, Finset.sum_neg_distrib] at h
    simp only [meanJump, Pi.zero_apply]
    linarith
  rw [displacementTensor_eq p s hp hm]
  ext i j
  by_cases hij : i = j
  · subst hij
    -- exchanging two axes makes the diagonal elements equal
    have hd : ∀ j, ∑ a, p a * (s a j * s a j) = ∑ a, p a * (s a i * s a i) := by
      intro j
      have h := jump_average_invariant (hc.1 (Equiv.swap i j)) (fun v => v i * v i)
      simpa only [Function.comp_apply, Equiv.swap_apply_left] using h
    have ht : ∑ a, p a * (s a ⬝ᵥ s a) = d * ∑ a, p a * (s a i * s a i) := by
      calc ∑ a, p a * (s a ⬝ᵥ s a) = ∑ j, ∑ a, p a * (s a j * s a j) := by
            simp only [dotProduct, Finset.mul_sum]
            exact Finset.sum_comm
        _ = ∑ _j : Fin d, ∑ a, p a * (s a i * s a i) :=
            Finset.sum_congr rfl fun j _ => hd j
        _ = d * ∑ a, p a * (s a i * s a i) := by
            rw [Finset.sum_const, Finset.card_univ, Fintype.card_fin, nsmul_eq_mul]
    have hd0 : (d : ℝ) ≠ 0 := Nat.cast_ne_zero.mpr (Nat.ne_of_gt i.pos)
    rw [ht, Matrix.smul_apply, Matrix.smul_apply, Matrix.one_apply_eq, smul_eq_mul,
      smul_eq_mul, mul_one, ← mul_assoc, div_mul_cancel₀ _ hd0]
    rfl
  · -- a sign flip removes the off-diagonal elements
    have h := jump_average_invariant (hc.2 i) (fun v => v i * v j)
    simp only [Function.update_self, Function.update_of_ne (Ne.symm hij), neg_mul,
      mul_neg, Finset.sum_neg_distrib] at h
    have h0 : jumpTensor p s i j = 0 := by
      simp only [jumpTensor, Matrix.of_apply]
      linarith
    simp [h0, Matrix.one_apply_ne hij]

/-- Nearest-neighbour jumps on the simple cubic lattice: length `|a|` along an axis, in either
direction. -/
def latticeJump (a : ℝ) (q : Fin 3 × Bool) : Fin 3 → ℝ :=
  fun i => if i = q.1 then (if q.2 then a else -a) else 0

/-- The six equally likely nearest-neighbour jumps of the simple cubic lattice are invariant
under coordinate permutations and sign flips. -/
theorem isCubic_witness (a : ℝ) : IsCubic (fun _ => 1 / 6) (latticeJump a) := by
  constructor
  · intro σ
    refine ⟨Equiv.prodCongr σ.symm (Equiv.refl Bool), fun q => ⟨?_, rfl⟩⟩
    funext i
    simp [latticeJump, Equiv.eq_symm_apply]
  · intro k
    refine ⟨Function.Involutive.toPerm
      (fun q : Fin 3 × Bool => (q.1, if q.1 = k then !q.2 else q.2)) ?_,
      fun q => ⟨?_, rfl⟩⟩
    · rintro ⟨j, b⟩
      by_cases hj : j = k <;> simp [hj]
    · obtain ⟨j, b⟩ := q
      funext i
      change latticeJump a (j, if j = k then !b else b) i
        = Function.update (latticeJump a (j, b)) k (-(latticeJump a (j, b) k)) i
      by_cases hik : i = k
      · subst hik
        by_cases hij : i = j
        · subst hij
          cases b <;> simp [latticeJump]
        · simp [latticeJump, hij]
      · by_cases hij : i = j
        · subst hij
          simp [latticeJump, hik]
        · simp [latticeJump, hik, hij]

/-- After `n` nearest-neighbour jumps of length `|a|` on the simple cubic lattice, the path
average of `R Rᵀ` is `n a² / 3` times the identity. -/
theorem simple_cubic_displacementTensor (a : ℝ) (n : ℕ) :
    displacementTensor (fun _ => 1 / 6) (latticeJump a) n
      = ((n : ℝ) * a ^ 2 / 3) • (1 : Matrix (Fin 3) (Fin 3) ℝ) := by
  have hp : ∑ _q : Fin 3 × Bool, (1 / 6 : ℝ) = 1 := by
    rw [Finset.sum_const, Finset.card_univ, Fintype.card_prod, Fintype.card_fin,
      Fintype.card_bool, nsmul_eq_mul]
    norm_num
  have hs : ∀ q, latticeJump a q ⬝ᵥ latticeJump a q = a ^ 2 := by
    rintro ⟨j, b⟩
    cases b <;> simp [latticeJump, dotProduct, pow_two]
  rw [displacementTensor_cubic _ _ hp (isCubic_witness a)]
  simp only [hs]
  rw [← Finset.sum_mul, hp]
  congr 1
  push_cast
  ring

end

end RandomWalkDiffusion
```

```lean
#print axioms RandomWalkDiffusion.mean_square_displacement
-- 'RandomWalkDiffusion.mean_square_displacement' depends on axioms: [propext, Classical.choice, Quot.sound]
#print axioms RandomWalkDiffusion.simple_cubic_displacementTensor
-- 'RandomWalkDiffusion.simple_cubic_displacementTensor' depends on axioms: [propext, Classical.choice, Quot.sound]
```

### Paths, weights and symmetries in Lean

The finite type `ι` labels the jump types, and `s a` and `p a` are the vector and weight of type `a`. A path is a function `Fin n → ι`. `pathAvg` weights it by the product of its jump weights, and this product is where independence enters: the walker has no memory, and every step draws from the same jump set. `displacement` is $R$, `meanJump` is $m$, `jumpTensor` is $T$, and `displacementTensor` is $\langle RR^T\rangle$.

The hypothesis `hp` says that the weights sum to one. Nonnegativity is not required, so probabilities are a special case. The hypothesis `hm`, zero mean jump, stands for the absence of drift, as when no field biases the jumps. It appears in `displacementTensor_eq` and `mean_square_displacement`, but not in `displacementTensor_cubic`, which obtains it from the flips. The squared length is written `s a ⬝ᵥ s a`, the Euclidean one.

`IsJumpSymmetry` says that a map `g` of vectors is realised by a permutation of the labels that preserves the weights. `IsCubic` demands this for every coordinate permutation and for the flip of each single coordinate. Physically, for $d=3$, the coordinate axes lie along the cube axes, and the weighted jump set has the full point symmetry of a cube, reflections included. Since the condition concerns labels, it can fail for a symmetric distribution if the weight of one vector is split over several labels and that of its mirror image is not.

The theorems count jumps and contain no time, so a diffusion coefficient needs a jump rate as further input. Correlated jumps are not covered; a tracer that moves by exchange with a vacancy, for example, tends to jump back. Within the model of a single non-interacting walker with independent jumps, the formulas give exact values against which a kinetic Monte Carlo estimate of the displacement tensor after a fixed number of jumps can be compared.

### How the proof follows the calculation

`pathAvg_succ` splits off the first jump. It identifies a path of `n + 1` jumps with a pair, the first jump and the remaining path, and factors the weight accordingly. Induction on `n` then gives the normalisation of the path weights in `pathAvg_one` and $\langle R_n\rangle=nm$ in `mean_displacement`.

`displacementTensor_with_drift` states the solution of the recursion for the second moment, written for the element $(i,j)$, and proves it by induction on `n`. Its step `key` expands the product of $s_a+R_n'$ with itself at a fixed first jump, and `avg` carries out the sum over that jump. After the induction hypothesis is inserted, `ring` confirms the identity $n(n-1)+2n=(n+1)n$ along with the rest of the algebra. Setting $m=0$ gives `displacementTensor_eq`, and taking the trace of that gives `mean_square_displacement`.

`jump_average_invariant` is the statement that a symmetry leaves single-jump averages unchanged; it reindexes the sum by the permutation of labels. `displacementTensor_cubic` applies it to three functions of the jump vector:

- With $v_i$ and a flip, `linarith` concludes $m_i=0$ from $-m_i=m_i$.
- With $v_iv_i$ and the exchange `Equiv.swap i j`, the step `hd` makes the diagonal elements equal. The step `ht` then sums them to the trace, and division by $d$ gives their value.
- With $v_iv_j$ and a flip of coordinate $i$, `linarith` removes the off-diagonal element.

For the simple cubic lattice, a jump is labelled by `q` in `Fin 3 × Bool`, an axis and a direction. In `latticeJump` the letter `a` is a real number of either sign, and the jump length is $\ell=|a|$. `isCubic_witness` supplies the required relabellings: a coordinate permutation moves the axis labels, and a flip of coordinate `k` reverses the direction of the jumps along that axis. `simple_cubic_displacementTensor` then inserts the common squared length $a^2$ and obtains $\frac{na^2}{3}\mathbb 1$.
